# The $\mathbb{Z}_2$ Gauss law on a finite simple graph: Gauss operators commute with each other and with the gauged Ising bonds

Before diagonalising or simulating a $\mathbb{Z}_2$ lattice gauge model with matter, one commonly assigns an eigenvalue $\pm1$ to a Gauss operator $G_v$ at each vertex $v$ and works in that sector. The step is justified when the $G_v$ are commuting involutions that commute with the Hamiltonian: the state space then splits into joint $\pm1$ eigenspaces, each preserved by the Hamiltonian. These operator identities are proved here for a finite simple graph and a gauged transverse-field Ising Hamiltonian without plaquette term; the sectors themselves are not constructed, so the passage to them rests on ordinary linear algebra that the file does not contain.

## Pauli operators and X-strings

In Lean 4 with Mathlib:

```lean
import Mathlib

open Sum

namespace Z2GaussLaw

noncomputable section
```

`open Sum` supplies the tags `inl` and `inr`, which will mark vertex and edge qubits.

```lean
/-- Pauli operators of qubits labelled by `ι`: involutions `X i`, `Z i` that anticommute on the
same qubit and commute otherwise. -/
structure IsPauliFamily {ι R : Type*} [Ring R] (X Z : ι → R) : Prop where
  X_sq : ∀ i, X i * X i = 1
  Z_sq : ∀ i, Z i * Z i = 1
  X_comm : ∀ i j, Commute (X i) (X j)
  Z_comm : ∀ i j, Commute (Z i) (Z j)
  anti : ∀ i, X i * Z i = -(Z i * X i)
  XZ_comm : ∀ i j, i ≠ j → Commute (X i) (Z j)
```

Qubits carry labels in `ι`, and $X_i, Z_i$ lie in any ring `R`. The postulates $X_i^2=Z_i^2=1$ and $X_iZ_i=-Z_iX_i$ are the one-qubit Pauli algebra. Commutation otherwise says that different qubits are independent, with no fermionic signs.

```lean
section Strings

variable {ι R : Type*} [Ring R] [DecidableEq ι] {X Z : ι → R}

/-- The product of `X i` over a finite set `S` of qubits. -/
def xString (h : IsPauliFamily X Z) (S : Finset ι) : R :=
  S.noncommProd X fun a _ b _ _ => h.X_comm a b
```

`xString h S` is $X_S=\prod_{i\in S}X_i$. The definition rests on `noncommProd`. A finite set has no order, so a product over it in a noncommutative ring makes sense when it does not depend on the order of the factors. Pairwise commutation guarantees this, and `noncommProd` takes a proof of pairwise commutation as an argument, here `h.X_comm a b`. Its rule `Finset.noncommProd_insert_of_notMem` gives $X_{S\cup\{a\}}=X_aX_S$ for $a\notin S$ and drives every induction below.

```lean
/-- The product of two X-strings is the X-string on the symmetric difference of the supports. -/
theorem xString_mul (h : IsPauliFamily X Z) (S T : Finset ι) :
    xString h S * xString h T = xString h (symmDiff S T) := by
  have ins : ∀ a S, a ∉ S → xString h (insert a S) = X a * xString h S :=
    fun a S ha => Finset.noncommProd_insert_of_notMem _ _ _ _ ha
  -- one factor `X a` toggles the qubit `a` in the support
  have single : ∀ a T, X a * xString h T = xString h (symmDiff {a} T) := by
    intro a T
    by_cases ha : a ∈ T
    · have e1 : symmDiff {a} T = T.erase a := by
        ext x
        simp only [Finset.mem_symmDiff, Finset.mem_singleton, Finset.mem_erase]
        have : x = a → x ∈ T := by rintro rfl; exact ha
        tauto
      have e2 := ins a (T.erase a) (Finset.notMem_erase a T)
      rw [Finset.insert_erase ha] at e2
      rw [e1, e2, ← mul_assoc, h.X_sq, one_mul]
    · rw [← ins a T ha]
      congr 1
      ext x
      simp only [Finset.mem_symmDiff, Finset.mem_singleton, Finset.mem_insert]
      have : x = a → x ∉ T := by rintro rfl; exact ha
      tauto
  induction S using Finset.induction_on with
  | empty =>
    have e : symmDiff ∅ T = T := by ext; simp [Finset.mem_symmDiff]
    have e0 : xString h ∅ = 1 := by
      rfl
    rw [e, e0, one_mul]
  | insert a S ha ih =>
    rw [ins a S ha, mul_assoc, ih, single]
    congr 1
    ext x
    simp only [Finset.mem_symmDiff, Finset.mem_singleton, Finset.mem_insert]
    have : x = a → x ∉ S := by rintro rfl; exact ha
    tauto
```

This reads $X_SX_T=X_{S\triangle T}$, where $S\triangle T$ (`symmDiff`) holds the labels in exactly one of the sets. If $a\in T$, then $X_aX_T=X_aX_aX_{T\setminus\{a\}}=X_{T\setminus\{a\}}$; otherwise $X_aX_T=X_{T\cup\{a\}}$. Both equal $X_{\{a\}\triangle T}$ (`single`). Induction gives $X_{S\cup\{a\}}X_T=X_aX_{S\triangle T}=X_{\{a\}\triangle S\triangle T}$, and $\{a\}\triangle S=S\cup\{a\}$ for $a\notin S$.

```lean
/-- An X-string anticommutes with `Z j` if `j` is in its support and commutes with it otherwise. -/
theorem xString_mul_Z (h : IsPauliFamily X Z) (S : Finset ι) (j : ι) :
    xString h S * Z j = (if j ∈ S then -1 else 1 : ℤ) • (Z j * xString h S) := by
  induction S using Finset.induction_on with
  | empty =>
    have e0 : xString h ∅ = 1 := by
      rfl
    rw [e0]
    simp
  | insert a S ha ih =>
    have ins : xString h (insert a S) = X a * xString h S :=
      Finset.noncommProd_insert_of_notMem _ _ _ _ ha
    by_cases hja : j = a
    · subst hja
      rw [ins, mul_assoc, ih, if_neg ha, if_pos (Finset.mem_insert_self _ _), one_smul,
        ← mul_assoc (X _) (Z _), h.anti]
      simp [mul_assoc]
    · rw [ins, mul_assoc, ih, mul_smul_comm, ← mul_assoc (X _) (Z _),
        (h.XZ_comm a j (Ne.symm hja)).eq, mul_assoc]
      by_cases hj : j ∈ S <;> simp [hj, hja]

end Strings
```

$X_SZ_j=\pm Z_jX_S$, with the minus sign for $j\in S$; `•` is multiplication by the integer sign. Moving $Z_j$ leftwards through the string costs $-1$ only at $X_j$, which is the case `j = a`.

## Qubits on a graph

```lean
/-- The qubits of the gauged model: one on each vertex and one on each edge. -/
abbrev Site {V : Type*} (G : SimpleGraph V) := V ⊕ G.edgeSet
```

A site is a vertex or an edge. A `SimpleGraph` has no loops or multiple edges, which excludes a two-site periodic chain with two links.

```lean
section Graph

variable {V R : Type*} [Ring R] [DecidableEq V] {G : SimpleGraph V} [Fintype G.edgeSet]
  {X Z : Site G → R}

/-- The qubits on the vertices of `S`. -/
def matter (S : Finset V) : Finset (Site G) := S.disjSum ∅

/-- The qubits on the edges of `F`. -/
def links (F : Finset G.edgeSet) : Finset (Site G) := (∅ : Finset V).disjSum F
```

`matter S` and `links F` regard a vertex set $S$ and an edge set $F$ as sets of sites.

```lean
/-- The edges at the vertex `v`. -/
def edgesAt (v : V) : Finset G.edgeSet := Finset.univ.filter fun e => v ∈ (e : Sym2 V)

open Classical in
/-- The edges with one end in `S` and one end outside `S`. -/
def boundary (S : Finset V) : Finset G.edgeSet :=
  Finset.univ.filter fun e => (∃ u ∈ (e : Sym2 V), u ∈ S) ∧ ∃ w ∈ (e : Sym2 V), w ∉ S
```

An edge is an unordered pair (`Sym2 V`). `edgesAt v` is $E(v)$, the edges containing $v$, and `boundary S` is $\partial S$, the edges with one end in $S$ and one outside.

```lean
/-- The Gauss operator `G_v`: `X_v` times the product of `X_e` over the edges at `v`. -/
def gauss (h : IsPauliFamily X Z) (v : V) : R := X (inl v) * xString h (links (edgesAt v))
```

$G_v=X_v\prod_{e\in E(v)}X_e$. In this convention $X_v$ is the charge parity and $X_e$ the electric flux parity.

```lean
/-- The gauged bond `Z_u Z_e Z_w`. -/
def bond (Z : Site G → R) (u : V) (e : G.edgeSet) (w : V) : R :=
  Z (inl u) * Z (inr e) * Z (inl w)
```

$Z_uZ_eZ_w$ is defined for any triple; the condition $e=uw$ enters later as a hypothesis.

## Algebra of the Gauss operators

```lean
/-- `G_v` is the X-string supported on `v` and the edges at `v`. -/
theorem gauss_eq (h : IsPauliFamily X Z) (v : V) :
    gauss h v = xString h (({v} : Finset V).disjSum (edgesAt v)) := by
  have e : ({v} : Finset V).disjSum (edgesAt v) = insert (inl v) (links (G := G) (edgesAt v)) := by
    ext x
    rcases x with x | x <;>
      simp only [links, Finset.mem_insert, Finset.inl_mem_disjSum, Finset.inr_mem_disjSum,
        Finset.mem_singleton, Finset.notMem_empty, Sum.inl.injEq, or_false, reduceCtorEq, false_or]
  have hv : inl v ∉ links (G := G) (edgesAt v) := by
    simp only [links, Finset.inl_mem_disjSum, Finset.notMem_empty, not_false_eq_true]
  rw [e]
  exact (Finset.noncommProd_insert_of_notMem _ _ X (fun a _ b _ _ => h.X_comm a b) hv).symm
```

$G_v=X_{\{v\}\cup E(v)}$, the insertion rule read backwards. `disjSum` joins a vertex set and an edge set.

```lean
/-- The Gauss operators commute pairwise. -/
theorem gauss_commute (h : IsPauliFamily X Z) (u v : V) : Commute (gauss h u) (gauss h v) := by
  show gauss h u * gauss h v = gauss h v * gauss h u
  rw [gauss_eq h u, gauss_eq h v, xString_mul, xString_mul, symmDiff_comm]
```

With $A_v=\{v\}\cup E(v)$: $G_uG_v=X_{A_u\triangle A_v}=X_{A_v\triangle A_u}=G_vG_u$, which is the `rw` chain.

```lean
/-- The product of the Gauss operators over a set `S` of vertices. -/
def gaussProd (h : IsPauliFamily X Z) (S : Finset V) : R :=
  S.noncommProd (gauss h) fun a _ b _ _ => gauss_commute h a b
```

$\prod_{v\in S}G_v$ is again a `noncommProd`, licensed by `gauss_commute`.

```lean
/-- The product of `G_v` over a region `S` is the product of `X_v` over `S` times the product of
`X_e` over the edges that leave `S`. -/
theorem gaussProd_eq (h : IsPauliFamily X Z) (S : Finset V) :
    gaussProd h S = xString h (matter S) * xString h (links (boundary S)) := by
  have key : gaussProd h S = xString h (S.disjSum (boundary S)) := by
    induction S using Finset.induction_on with
    | empty =>
      have hb : boundary (G := G) ∅ = ∅ := by ext e; simp [boundary]
      have e : (∅ : Finset V).disjSum (∅ : Finset G.edgeSet) = ∅ := by
        ext x; rcases x with x | x <;> simp
      have e0 : xString h ∅ = 1 := by
        rfl
      have e1 : gaussProd h ∅ = 1 := rfl
      rw [hb, e, e0, e1]
    | insert v S hv ih =>
      have ins : gaussProd h (insert v S) = gauss h v * gaussProd h S :=
        Finset.noncommProd_insert_of_notMem _ _ _ _ hv
      rw [ins, ih, gauss_eq, xString_mul]
      congr 1
      ext x
      rcases x with x | ⟨e, he⟩
      · simp only [Finset.mem_symmDiff, Finset.inl_mem_disjSum, Finset.mem_singleton,
          Finset.mem_insert]
        have : x = v → x ∉ S := by rintro rfl; exact hv
        tauto
      · -- adding `v` to the region toggles exactly the edges at `v` in the boundary
        induction e using Sym2.ind with
        | _ a b =>
          have hne : a ≠ b := SimpleGraph.Adj.ne (G := G) (by simpa using he)
          simp only [Finset.mem_symmDiff, Finset.inr_mem_disjSum, edgesAt, boundary,
            Finset.mem_filter, Finset.mem_univ, true_and, Finset.mem_insert, Sym2.mem_iff,
            exists_eq_or_imp, exists_eq_left]
          grind
  rw [key, xString_mul]
  congr 1
  ext x
  rcases x with x | x <;>
    simp only [Finset.mem_symmDiff, matter, links, Finset.inl_mem_disjSum,
      Finset.inr_mem_disjSum, Finset.notMem_empty] <;> tauto
```

The integrated law is
$$\prod_{v\in S}G_v=\prod_{v\in S}X_v\prod_{e\in\partial S}X_e .$$
Add $v\notin S$. Edges away from $v$ keep their status. An edge $vw$ with $w\in S$ leaves the boundary, and one with $w\notin S$ joins it, since $w\ne v$ (`hne`). Hence $\partial(S\cup\{v\})=E(v)\triangle\partial S$, which is how `xString_mul` combines $G_v$ with $X_{S\cup\partial S}$; `grind` does the case check. The final lines split the string into vertex and edge factors.

## Gauged bonds

```lean
/-- For an edge `e = uw` the bare bond `Z_u Z_w` anticommutes with `G_u`, while the gauged bond
`Z_u Z_e Z_w` commutes with every `G_v`. -/
theorem minimal_coupling (h : IsPauliFamily X Z) {u w : V} {e : G.edgeSet}
    (he : (e : Sym2 V) = s(u, w)) :
    gauss h u * (Z (inl u) * Z (inl w)) = -(Z (inl u) * Z (inl w) * gauss h u) ∧
      ∀ v, Commute (gauss h v) (bond Z u e w) := by
  have hne : u ≠ w := by
    have h2 : (e : Sym2 V) ∈ G.edgeSet := e.2
    rw [he] at h2
    exact SimpleGraph.Adj.ne (G := G) (by simpa using h2)
  -- commutation signs multiply
  have key : ∀ {g A B : R} {s t : ℤ}, g * A = s • (A * g) → g * B = t • (B * g) →
      g * (A * B) = (s * t) • (A * B * g) := by
    intro g A B s t hA hB
    rw [← mul_assoc g A B, hA, smul_mul_assoc, mul_assoc A g B, hB, mul_smul_comm, smul_smul,
      mul_assoc A B g]
  have sg := fun v => xString_mul_Z h (({v} : Finset V).disjSum (edgesAt v))
  refine ⟨?_, fun v => ?_⟩
  · rw [gauss_eq, key (sg u _) (sg u _)]
    simp [hne.symm]
  · show gauss h v * bond Z u e w = bond Z u e w * gauss h v
    rw [gauss_eq, bond, key (key (sg v _) (sg v _)) (sg v _)]
    refine (congrArg (· • _) ?_).trans (one_smul ℤ _)
    simp only [Finset.inl_mem_disjSum, Finset.inr_mem_disjSum, Finset.mem_singleton, edgesAt,
      Finset.mem_filter, Finset.mem_univ, true_and, he, Sym2.mem_iff]
    -- either `v` is no end of `e`, or two of the three signs are `-1`
    split_ifs <;> first | decide | (exfalso; grind)
```

The hypothesis `he` says $e=uw$, so $u\neq w$. If $gA=sAg$ and $gB=tBg$ with integers $s,t$, then $gAB=sAgB=st\,ABg$ (`key`). For $G_u$ and $Z_uZ_w$ the signs are $(-1)(+1)$. For $G_v$ and $Z_uZ_eZ_w$ they are $(-,-,+)$ at $v=u$, $(+,-,-)$ at $v=w$ and $(+,+,+)$ elsewhere, always with product $+1$. `split_ifs` runs through the sign patterns, `decide` multiplies, and `grind` rejects impossible ones.

```lean
/-- The operators `Z_u Z_e Z_w` square to one and commute with each other. -/
theorem bond_algebra (h : IsPauliFamily X Z) (u w u' w' : V) (e e' : G.edgeSet) :
    bond Z u e w * bond Z u e w = 1 ∧ Commute (bond Z u e w) (bond Z u' e' w') := by
  have c : ∀ i, Commute (Z i) (bond Z u' e' w') := fun i =>
    ((h.Z_comm _ _).mul_right (h.Z_comm _ _)).mul_right (h.Z_comm _ _)
  refine ⟨?_, ((c _).mul_left (c _)).mul_left (c _)⟩
  have h1 : (Z (inl u) * Z (inr e) * Z (inl w)) ^ 2 = 1 := by
    rw [((h.Z_comm _ _).mul_left (h.Z_comm _ _)).mul_pow, (h.Z_comm _ _).mul_pow]
    simp only [sq, h.Z_sq, mul_one]
  rw [sq] at h1
  exact h1
```

All $Z$ commute, so bonds commute and $(Z_uZ_eZ_w)^2=Z_u^2Z_e^2Z_w^2=1$, whether or not $e=uw$.

```lean
/-- The Gauss operators commute pairwise, square to one, multiply to the product of all `X_v`,
and commute with `Z_u Z_e Z_w` for every edge `e = uw`. -/
theorem gauss_law [Fintype V] (h : IsPauliFamily X Z) :
    (∀ u v, Commute (gauss h u) (gauss h v)) ∧ (∀ v, gauss h v * gauss h v = 1) ∧
      gaussProd h Finset.univ = xString h (matter Finset.univ) ∧
      ∀ (v u w : V) (e : G.edgeSet), (e : Sym2 V) = s(u, w) →
        Commute (gauss h v) (bond Z u e w) := by
  have e0 : xString h ∅ = 1 := by
    rfl
  refine ⟨gauss_commute h, fun v => ?_, ?_, fun v u w e he => (minimal_coupling h he).2 v⟩
  · rw [gauss_eq, xString_mul, symmDiff_self]
    exact e0
  · have hb : boundary (G := G) Finset.univ = ∅ := by ext e; simp [boundary]
    have hl : links (G := G) ∅ = ∅ := by
      ext x; rcases x with x | x <;> simp [links]
    rw [gaussProd_eq, hb, hl, e0, mul_one]
```

With finitely many vertices, the $G_v$ commute, square to one, multiply over the full vertex set $V$ to the global Ising flip $\prod_vX_v$, and commute with the bond of every edge. The new parts are $G_v^2=X_{A_v\triangle A_v}=X_\emptyset=1$ and $\partial V=\emptyset$ in the integrated law.

Take the path $1$–$2$–$3$ with edges $p=12$, $q=23$, five qubits in all. Then $G_1=X_1X_p$, $G_2=X_2X_pX_q$, $G_3=X_3X_q$. Here $G_1G_2=X_1X_2X_q$, matching $\partial\{1,2\}=\{q\}$, and $G_1G_2G_3=X_1X_2X_3$. The bond $Z_1Z_pZ_2$ collects $(-1)(-1)(+1)$ from $G_1$, $(+1)(-1)(-1)$ from $G_2$ and $(+1)^3$ from $G_3$.

```lean
/-- Every `G_v` commutes with `∑ J_e Z_u Z_e Z_w + ∑ a_x X_x + ∑ b_e X_e`, where `u = src e` and
`w = tgt e` are the ends of `e`. -/
theorem gauss_commute_hamiltonian [Fintype V] {k : Type*} [CommRing k] [Algebra k R]
    (h : IsPauliFamily X Z) (src tgt : G.edgeSet → V)
    (hend : ∀ e : G.edgeSet, (e : Sym2 V) = s(src e, tgt e))
    (J b : G.edgeSet → k) (a : V → k) (v : V) :
    Commute (gauss h v)
      (∑ e, J e • bond Z (src e) e (tgt e) + ∑ x, a x • X (inl x) + ∑ e, b e • X (inr e)) := by
  have cX : ∀ i, Commute (gauss h v) (X i) := fun i =>
    (h.X_comm _ _).mul_left
      (Finset.noncommProd_commute _ _ _ _ fun x _ => h.X_comm i x).symm
  exact ((Commute.sum_right _ _ _ fun e _ =>
    ((minimal_coupling h (hend e)).2 v).smul_right _).add_right
    (Commute.sum_right _ _ _ fun x _ => (cX _).smul_right _)).add_right
    (Commute.sum_right _ _ _ fun e _ => (cX _).smul_right _)

end Graph
```

`src` and `tgt` name the ends of each edge (`hend`). For coefficients $J_e,a_x,b_e$ in a commutative ring `k` over which `R` is an algebra, every $G_v$ commutes with
$$H=\sum_eJ_e\,Z_{\mathrm{src}\,e}Z_eZ_{\mathrm{tgt}\,e}+\sum_xa_xX_x+\sum_eb_eX_e ,$$
where $x$ runs over vertices. The proof goes term by term: bonds by `minimal_coupling`, single $X$ by `cX`. Hermiticity is not used.

## A realisation on bit strings

```lean
section Witness

variable {ι : Type*} [DecidableEq ι]

/-- The bit string `σ` with bit `i` flipped. -/
def flipBit (i : ι) (σ : ι → Bool) : ι → Bool := Function.update σ i (!σ i)

/-- The sign `-1` for a set bit and `+1` for an unset bit. -/
def spin (b : Bool) : ℂ := if b then -1 else 1
```

A bit string $\sigma$ assigns a bit $\sigma_i$ to each label. `flipBit` negates bit $i$, giving $\sigma^{(i)}$, and `spin` is $(-1)^{\sigma_i}$ with `true` counted as $1$.

```lean
/-- The operator on wave functions of bit strings that flips bit `i`. -/
def flipOp (i : ι) : Module.End ℂ ((ι → Bool) → ℂ) where
  toFun ψ := fun σ => ψ (flipBit i σ)
  map_add' _ _ := rfl
  map_smul' _ _ := rfl

/-- The operator on wave functions of bit strings that multiplies by the sign of bit `i`. -/
def signOp (i : ι) : Module.End ℂ ((ι → Bool) → ℂ) where
  toFun ψ := fun σ => spin (σ i) * ψ σ
  map_add' _ _ := funext fun _ => mul_add _ _ _
  map_smul' _ _ := funext fun _ => mul_left_comm _ _ _
```

On complex functions $\psi$ of bit strings, $(X_i\psi)(\sigma)=\psi(\sigma^{(i)})$ and $(Z_i\psi)(\sigma)=(-1)^{\sigma_i}\psi(\sigma)$.

```lean
/-- Bit flips and sign operators form a Pauli family in which `X i Z i ≠ Z i X i`. -/
theorem isPauliFamily_witness :
    IsPauliFamily (flipOp (ι := ι)) signOp ∧
      ∀ i : ι, flipOp i * signOp i ≠ signOp i * flipOp i := by
  refine ⟨⟨fun i => ?_, fun i => ?_, fun i j => ?_, fun i j => ?_, fun i => ?_,
    fun i j hij => ?_⟩, fun i hc => ?_⟩
  · refine LinearMap.ext fun ψ => funext fun σ => ?_
    show ψ (flipBit i (flipBit i σ)) = ψ σ
    simp [flipBit]
  · refine LinearMap.ext fun ψ => funext fun σ => ?_
    show spin (σ i) * (spin (σ i) * ψ σ) = ψ σ
    cases σ i <;> simp [spin]
  · refine LinearMap.ext fun ψ => funext fun σ => ?_
    show ψ (flipBit j (flipBit i σ)) = ψ (flipBit i (flipBit j σ))
    by_cases hij : i = j
    · rw [hij]
    · simp only [flipBit, Function.update_of_ne hij, Function.update_of_ne (Ne.symm hij)]
      rw [Function.update_comm hij]
  · exact LinearMap.ext fun ψ => funext fun σ => mul_left_comm _ _ _
  · refine LinearMap.ext fun ψ => funext fun σ => ?_
    show spin (flipBit i σ i) * ψ (flipBit i σ) = -(spin (σ i) * ψ (flipBit i σ))
    rw [show flipBit i σ i = !σ i by simp [flipBit]]
    cases σ i <;> simp [spin]
  · refine LinearMap.ext fun ψ => funext fun σ => ?_
    show spin (flipBit i σ j) * ψ (flipBit i σ) = spin (σ j) * ψ (flipBit i σ)
    rw [show flipBit i σ j = σ j from Function.update_of_ne (Ne.symm hij) _ _]
  · have := congrFun (LinearMap.congr_fun hc fun _ => 1) fun _ => false
    change spin (flipBit i (fun _ => false) i) * 1 = spin false * 1 at this
    norm_num [flipBit, spin] at this

end Witness

end

end Z2GaussLaw
```

These operators satisfy all six relations, each checked pointwise; for example $(X_iZ_i\psi)(\sigma)=-(-1)^{\sigma_i}\psi(\sigma^{(i)})=-(Z_iX_i\psi)(\sigma)$. A ring with $1=-1$ would make the signs empty, so the second claim records $X_iZ_i\neq Z_iX_i$: on $\psi=1$ at the all-`false` string the two sides give $-1$ and $+1$.

```lean
#print axioms Z2GaussLaw.bond_algebra
#print axioms Z2GaussLaw.gauss_law
#print axioms Z2GaussLaw.gauss_commute_hamiltonian
```

```
'Z2GaussLaw.bond_algebra' depends on axioms: [propext, Classical.choice, Quot.sound]
'Z2GaussLaw.gauss_law' depends on axioms: [propext, Classical.choice, Quot.sound]
'Z2GaussLaw.gauss_commute_hamiltonian' depends on axioms: [propext, Classical.choice, Quot.sound]
```
